# In a finite periodic cell, two sets of sites whose sizes add up to more than the number of sites are linked by every translation

The sites of a finite periodic cell are modelled as a finite abelian group `G`, whose elements also serve as the shifts between sites. The lemma takes two sets of sites `A` and `B` whose sizes add up to more than the number of sites in the cell, and states that every shift `r` can be written as `a - b` with `a` in `A` and `b` in `B`. It is a pure counting statement, with no Hamiltonian or quantum state in it. The attempt argues by contradiction: if some `r` were not such a difference, `A` and the translate of `B` by `r` would be disjoint, and their union would have more members than the cell has sites.

The first attempt, which Lean rejects:

```lean
import Mathlib

open Finset

namespace CellSizeBounds

noncomputable section

variable {G : Type*} [AddCommGroup G] [Fintype G]

/-- If two sets of sites together have more members than the cell has sites, every shift
leads from a site of the second set to a site of the first. -/
theorem exists_sub_eq (A B : Finset G) (h : Fintype.card G < A.card + B.card) (r : G) :
    ∃ a ∈ A, ∃ b ∈ B, a - b = r := by
  classical
  by_contra hc
  -- otherwise `A` and the translate `B + r` would be disjoint
  have hd : Disjoint A (B.image (fun b => b + r)) := by
    refine Finset.disjoint_left.2 fun a ha hb => ?_
    obtain ⟨b, hb, rfl⟩ := Finset.mem_image.1 hb
    exact hc ⟨b + r, ha, b, hb, by simp⟩
  have hle := Finset.card_le_univ (A ∪ B.image (fun b => b + r))
  rw [Finset.card_union_of_disjoint hd,
    Finset.card_image_of_injective _ (add_left_injective r)] at hle
  omega

end

end CellSizeBounds
```

Messages:

```
Main.lean:21:28: error: Application type mismatch: The argument
  hb
has type
  b + r ∈ image (fun b => b + r) B
but is expected to have type
  b ∈ B
in the application
  And.intro hb
```

Cause. The error is a clash of names. In the disjointness step, `hb` first says that `a` lies in the translated set. The `obtain` line unpacks this and gives the name `hb` again to the new fact `b ∈ B`. Its `rfl` pattern then replaces `a` by `b + r` everywhere. The old `hb` mentions `a`, so it is rewritten too, and in the process it is put back into the context after the new one. From then on the name `hb` means the old fact, now `b + r ∈ image (fun b => b + r) B`, which is the type the message reports where `b ∈ B` was expected.

The diff names the new fact `hb'` and uses that name in the `exact` line. The old `hb` can no longer hide it, and the argument itself is unchanged.

Fix (accepted with no message):

```diff
@@ -18,6 +18,6 @@
   have hd : Disjoint A (B.image (fun b => b + r)) := by
     refine Finset.disjoint_left.2 fun a ha hb => ?_
-    obtain ⟨b, hb, rfl⟩ := Finset.mem_image.1 hb
-    exact hc ⟨b + r, ha, b, hb, by simp⟩
+    obtain ⟨b, hb', rfl⟩ := Finset.mem_image.1 hb
+    exact hc ⟨b + r, ha, b, hb', by simp⟩
   have hle := Finset.card_le_univ (A ∪ B.image (fun b => b + r))
   rw [Finset.card_union_of_disjoint hd,
```
